# The Kennedy–Tasaki map exchanges $S^z_jS^z_k$ with the string correlator, up to a sign

## Why does a product over all pairs leave a string only between $j$ and $k$?

On an open spin-1 chain, the Kennedy–Tasaki map $U$ turns $S^z_jS^z_k$ into minus the string correlator of sites $j<k$. But $U$ is the product of $1-2(S^z_a)^2(S^x_b)^2$ over all pairs $a<b$, so it also involves every site outside the interval. Where do those sites go, and where does the minus sign come from?

## The strings to the left of $j$ cancel

For any $N$ and any sites $j<k$, $U^2=1$ and

$$U S^z_jS^z_k U=-S^z_j\prod_{j<l<k}\bigl(1-2(S^z_l)^2\bigr)S^z_k .$$

Here the string correlator is $S^z_j\prod_{j<l<k}e^{i\pi S^z_l}S^z_k$, since $e^{i\pi S^z}=1-2(S^z)^2$ for spin 1; some definitions include the minus sign. Each $S^z$ picks up a string over all sites to its left. The shared part of the two strings squares to one, and the leftover factor at $j$ gives the sign.

Take $\hbar=1$ and let $m_a\in\{1,0,-1\}$ be the value of $S^z_a$, so $m_a^3=m_a$. In the $S^z$ basis $(S^x_b)^2=(1+R_b)/2$, where $R_b$ swaps $m_b=\pm1$ and fixes $m_b=0$. Hence

$$F(a,b)=1-2(S^z_a)^2(S^x_b)^2=1-(S^z_a)^2(1+R_b),$$

which is $1$ if $m_a=0$ and $-R_b$ if $m_a=\pm1$. The flips commute with each other and preserve every $(S^z_a)^2$, so the factors commute. Since $R_b^2=1$, each factor squares to one, and so does $U$.

Next, $R_b$ anticommutes with $S^z_b$ and commutes with $S^z_j$ for $j\ne b$. Therefore

$$F(a,j)S^z_j=\bigl(1-2(S^z_a)^2\bigr)S^z_jF(a,j),$$

while $F(a,b)$ with $b\neq j$ commutes with $S^z_j$. Passing $S^z_j$ through all of $U$ gives

$$U S^z_j U=P_jS^z_j,\qquad P_j=\prod_{l<j}\bigl(1-2(S^z_l)^2\bigr).$$

Inserting $U^2=1$ between the two spins gives $US^z_jS^z_kU=P_jS^z_jP_kS^z_k$. Here

$$P_k=P_j\bigl(1-2(S^z_j)^2\bigr)\prod_{j<l<k}\bigl(1-2(S^z_l)^2\bigr).$$

Now $P_j^2=1$ and $(1-2(S^z_j)^2)S^z_j=S^z_j-2(S^z_j)^3=-S^z_j$, which proves the formula. For neighbours the string is empty. Multiplying by $U$ on both sides gives the converse.

In a calculation with a matrix product state, the string correlator is evaluated by inserting $S^z$ at $j$ and $k$ and $\mathrm{diag}(-1,1,-1)$ at each site between. On basis states the effect of $U$ is visible directly: a spin is reversed when an odd number of nonzero spins stand to its left. Up to a sign, $|{+}\,0\,{-}\rangle$ becomes $|{+}\,0\,{+}\rangle$, and $|{+}\,{-}\,{+}\rangle$ becomes $|{+}\,{+}\,{+}\rangle$. Alternating order diluted by zeros turns into ferromagnetic order.

This is how the hidden string order of the Haldane phase can be read as ferromagnetic order. The factors of $U$ are Hermitian and commute, so $U$ is Hermitian too, and the string correlator in a state $\psi$ is minus the expectation value of $S^z_jS^z_k$ in $U\psi$. If one stays finite at large separation on a long open chain, so does the other. The theorems below concern operators only: they neither transform the Heisenberg Hamiltonian nor establish string order in its ground state.

In the Lean file, `State N` consists of complex amplitudes on configurations `Fin N → Fin 3`, where the entries 0, 1, 2 stand for $m=1,0,-1$. Operators are linear maps on this space, which carries no inner product here. `Sz j` is diagonal, `Sx j` applies the spin-1 matrix at one site, and `string T` is the diagonal product over the sites in `T`. `U N` multiplies `factor` over pairs with `p.1 < p.2`; the definition needs `factor_commute` to make the product independent of order. The two correlator theorems, `kennedy_tasaki` and `kennedy_tasaki_string`, assume only `j < k`.

`Sx_Sx` and `factor_apply` derive the conditional flip, and `szValue_relations` supplies $m^3=m$ and the sign change. `U_mul_U` uses induction over sets of pairs, as does `main` inside `U_Sz_U`, which moves $S^z_j$ through one factor at a time; `hprod` then keeps only the pairs ending at $j$. In `kennedy_tasaki`, `hI` splits the longer string, `hA` is $P_j^2=1$, and the final `linear_combination` combines it with $m_j^3=m_j$. `kennedy_tasaki_string` follows from `kennedy_tasaki` and $U^2=1$.

```lean
import Mathlib

open Finset

namespace KennedyTasaki

noncomputable section

/-- States of `N` spin-1 sites: complex amplitudes on the configurations of the `Sz` basis. -/
abbrev State (N : ℕ) := (Fin N → Fin 3) → ℂ

variable {N : ℕ}

/-- The value `1`, `0` or `-1` of `Sz` at site `j` in a configuration. -/
def szValue (j : Fin N) (s : Fin N → Fin 3) : ℂ := (![1, 0, -1] : Fin 3 → ℂ) (s j)

/-- The diagonal operator that multiplies each amplitude by the value of `g`. -/
def diag (g : State N) : Module.End ℂ (State N) := LinearMap.mulLeft ℂ g

/-- The operator `Sz` of site `j`. -/
def Sz (j : Fin N) : Module.End ℂ (State N) := diag (szValue j)

/-- The spin-1 matrix of `Sx` in the `Sz` basis. -/
def sxMatrix : Matrix (Fin 3) (Fin 3) ℂ := ((√2 : ℝ) : ℂ)⁻¹ • !![0, 1, 0; 1, 0, 1; 0, 1, 0]

/-- The operator `Sx` of site `j`: the spin-1 matrix acts on site `j` alone. -/
def Sx (j : Fin N) : Module.End ℂ (State N) where
  toFun ψ s := ∑ m, sxMatrix (s j) m * ψ (Function.update s j m)
  map_add' ψ φ := by funext s; simp [mul_add, Finset.sum_add_distrib]
  map_smul' c ψ := by funext s; simp [Finset.mul_sum, mul_left_comm]

/-- The two-site factor `1 - 2 (Sz_j)² (Sx_k)²`. -/
def factor (j k : Fin N) : Module.End ℂ (State N) := 1 - (2 : ℂ) • (Sz j ^ 2 * Sx k ^ 2)

/-- The string operator, the product of `1 - 2 (Sz_l)²` over the sites `l` in `T`, written as a
diagonal operator. -/
def string (T : Finset (Fin N)) : Module.End ℂ (State N) :=
  diag fun s => ∏ l ∈ T, (1 - 2 * szValue l s ^ 2)

/-- The configuration with the spin at site `b` reversed. -/
def flipSite (b : Fin N) (s : Fin N → Fin 3) : Fin N → Fin 3 :=
  Function.update s b ((![2, 1, 0] : Fin 3 → Fin 3) (s b))

/-- The values of `Sz` satisfy `m³ = m`, and reversing the spin at `b` changes the sign of the
value at `b` only. -/
theorem szValue_relations (a b : Fin N) (s : Fin N → Fin 3) :
    szValue a s ^ 3 = szValue a s ∧
      szValue a (flipSite b s) = if a = b then -szValue a s else szValue a s := by
  have h3 : ∀ i : Fin 3, (![1, 0, -1] : Fin 3 → ℂ) i ^ 3 = (![1, 0, -1] : Fin 3 → ℂ) i := by
    intro i; fin_cases i <;> norm_num
  have hn : ∀ i : Fin 3, (![1, 0, -1] : Fin 3 → ℂ) ((![2, 1, 0] : Fin 3 → Fin 3) i) =
      -(![1, 0, -1] : Fin 3 → ℂ) i := by
    intro i; fin_cases i <;> simp
  refine ⟨h3 _, ?_⟩
  by_cases h : a = b
  · subst h
    rw [if_pos rfl, szValue, flipSite, Function.update_self]
    exact hn _
  · rw [if_neg h, szValue, flipSite, Function.update_of_ne h, szValue]

/-- `(Sx_b)²` averages the amplitudes of a configuration and of the one with spin `b` reversed. -/
theorem Sx_Sx (b : Fin N) (ψ : State N) (s : Fin N → Fin 3) :
    Sx b (Sx b ψ) s = (ψ s + ψ (flipSite b s)) / 2 := by
  have hc : ((√2 : ℝ) : ℂ)⁻¹ * ((√2 : ℝ) : ℂ)⁻¹ = 1 / 2 := by
    rw [← mul_inv, ← Complex.ofReal_mul, Real.mul_self_sqrt (by norm_num)]
    norm_num
  have key : ∀ (f : Fin 3 → ℂ) (i : Fin 3), ∑ m, sxMatrix i m * ∑ n, sxMatrix m n * f n =
      (f i + f ((![2, 1, 0] : Fin 3 → Fin 3) i)) / 2 := by
    intro f i
    unfold sxMatrix
    generalize ((√2 : ℝ) : ℂ)⁻¹ = c at hc
    have hi : ∀ i : Fin 3, i = 0 ∨ i = 1 ∨ i = 2 := by decide
    rcases hi i with rfl | rfl | rfl <;> simp [Fin.sum_univ_three]
    · linear_combination (f 0 + f 2) * hc
    · linear_combination 2 * f 1 * hc
    · linear_combination (f 0 + f 2) * hc
  change ∑ m, sxMatrix (s b) m * ∑ n, sxMatrix (Function.update s b m b) n *
    ψ (Function.update (Function.update s b m) b n) = _
  simp only [Function.update_self, Function.update_idem, flipSite]
  simpa only [Function.update_eq_self] using key (fun n => ψ (Function.update s b n)) (s b)

/-- The factor of `a` and `b` keeps an amplitude if `Sz_a = 0`; otherwise it reverses the spin at
`b` and changes the sign. -/
theorem factor_apply (a b : Fin N) (ψ : State N) (s : Fin N → Fin 3) :
    factor a b ψ s = (1 - szValue a s ^ 2) * ψ s - szValue a s ^ 2 * ψ (flipSite b s) := by
  rw [factor, pow_two (Sz a), pow_two (Sx b)]
  change ψ s - 2 * (szValue a s * (szValue a s * Sx b (Sx b ψ) s)) = _
  rw [Sx_Sx]
  ring

/-- Reversing a spin leaves every `(Sz_a)²` unchanged. -/
theorem szValue_sq_flip (a b : Fin N) (s : Fin N → Fin 3) :
    szValue a (flipSite b s) ^ 2 = szValue a s ^ 2 := by
  rw [(szValue_relations a b s).2]
  split_ifs <;> ring

/-- Any two of the factors `1 - 2 (Sz_j)² (Sx_k)²` commute. -/
theorem factor_commute (j k a b : Fin N) : Commute (factor j k) (factor a b) := by
  refine LinearMap.ext fun ψ => funext fun s => ?_
  have hf : flipSite k (flipSite b s) = flipSite b (flipSite k s) := by
    by_cases h : k = b
    · rw [h]
    · simp only [flipSite, Function.update_of_ne h, Function.update_of_ne (Ne.symm h)]
      exact Function.update_comm (Ne.symm h) _ _ _
  change factor j k (factor a b ψ) s = factor a b (factor j k ψ) s
  simp only [factor_apply, szValue_sq_flip, hf]
  ring

/-- The product of the two-site factors over a set `T` of pairs of sites. -/
def pairProduct (T : Finset (Fin N × Fin N)) : Module.End ℂ (State N) :=
  T.noncommProd (fun p => factor p.1 p.2) (fun p _ q _ _ => factor_commute p.1 p.2 q.1 q.2)

/-- The Kennedy-Tasaki map `U`: the product of the factors over all pairs `j < k`. -/
def U (N : ℕ) : Module.End ℂ (State N) := pairProduct (univ.filter fun p => p.1 < p.2)

/-- The Kennedy-Tasaki map is an involution, `U² = 1`. -/
theorem U_mul_U (N : ℕ) : U N * U N = 1 := by
  have hf : ∀ a b : Fin N, factor a b * factor a b = 1 := fun a b => by
    refine LinearMap.ext fun ψ => funext fun s => ?_
    have hi : ∀ i : Fin 3, (![2, 1, 0] : Fin 3 → Fin 3) ((![2, 1, 0] : Fin 3 → Fin 3) i) = i := by
      decide
    have h2 : flipSite b (flipSite b s) = s := by
      simp only [flipSite, Function.update_self, Function.update_idem]
      rw [hi, Function.update_eq_self]
    change factor a b (factor a b ψ) s = ψ s
    simp only [factor_apply, szValue_sq_flip, h2]
    linear_combination 2 * szValue a s * (ψ s + ψ (flipSite b s)) * (szValue_relations a b s).1
  have h : ∀ T : Finset (Fin N × Fin N), pairProduct T * pairProduct T = 1 := fun T => by
    induction T using Finset.induction_on with
    | empty =>
      have h0 : pairProduct (∅ : Finset (Fin N × Fin N)) = 1 := Finset.noncommProd_empty _ _
      rw [h0, one_mul]
    | insert a s ha ih =>
      have h1 : pairProduct (insert a s) = factor a.1 a.2 * pairProduct s :=
        Finset.noncommProd_insert_of_notMem _ _ _ _ ha
      have h2 : Commute (factor a.1 a.2) (pairProduct s) :=
        Finset.noncommProd_commute _ _ _ _ fun q _ => factor_commute _ _ _ _
      rw [h1, h2.symm.mul_mul_mul_comm, hf, ih, one_mul]
  exact h _

/-- The map attaches to `Sz_j` the string over all sites to its left:
`U Sz_j U = ∏_{l<j} (1 - 2 (Sz_l)²) Sz_j`. -/
theorem U_Sz_U (j : Fin N) : U N * Sz j * U N = string (Iio j) * Sz j := by
  let g : Fin N × Fin N → (Fin N → Fin 3) → ℂ :=
    fun p s => if j = p.2 then 1 - 2 * szValue p.1 s ^ 2 else 1
  have hg : ∀ p b s, g p (flipSite b s) = g p s := fun p b s => by
    simp only [g, szValue_sq_flip]
  -- moving `Sz_j` through the factors one at a time
  have main : ∀ (T : Finset (Fin N × Fin N)) (ψ : State N), pairProduct T (Sz j ψ) =
      fun s => (∏ p ∈ T, g p s) * (szValue j s * pairProduct T ψ s) := fun T ψ => by
    induction T using Finset.induction_on with
    | empty =>
      have h0 : pairProduct (∅ : Finset (Fin N × Fin N)) = 1 := Finset.noncommProd_empty _ _
      rw [h0]
      funext s
      change szValue j s * ψ s = (∏ p ∈ ∅, g p s) * (szValue j s * ψ s)
      rw [Finset.prod_empty, one_mul]
    | insert a T ha ih =>
      have h1 : pairProduct (insert a T) = factor a.1 a.2 * pairProduct T :=
        Finset.noncommProd_insert_of_notMem _ _ _ _ ha
      rw [h1]
      funext s
      change factor a.1 a.2 (pairProduct T (Sz j ψ)) s =
        (∏ p ∈ insert a T, g p s) * (szValue j s * factor a.1 a.2 (pairProduct T ψ) s)
      rw [ih, Finset.prod_insert ha, factor_apply, factor_apply]
      simp only [hg, (szValue_relations j a.2 s).2]
      generalize ∏ p ∈ T, g p s = G
      simp only [g]
      split_ifs
      · linear_combination -2 * G * szValue j s * szValue a.1 s * (pairProduct T ψ s +
          pairProduct T ψ (flipSite a.2 s)) * (szValue_relations a.1 a.2 s).1
      · ring
  have hprod : ∀ s, ∏ p ∈ univ.filter (fun p : Fin N × Fin N => p.1 < p.2), g p s =
      ∏ l ∈ Iio j, (1 - 2 * szValue l s ^ 2) := fun s => by
    have hI : Iio j = univ.filter (fun l => l < j) := by ext l; simp
    rw [hI, Finset.prod_filter, Finset.prod_filter, Fintype.prod_prod_type]
    refine Finset.prod_congr rfl fun a _ => ?_
    rw [Finset.prod_eq_single j]
    · simp [g]
    · intro b _ hb
      simp [g, Ne.symm hb]
    · simp
  refine LinearMap.ext fun ψ => funext fun s => ?_
  have hU : U N (U N ψ) = ψ := LinearMap.congr_fun (U_mul_U N) ψ
  have h := congrFun (main (univ.filter fun p => p.1 < p.2) (U N ψ)) s
  change U N (Sz j (U N ψ)) s = _ * (szValue j s * U N (U N ψ) s) at h
  rw [hU, hprod] at h
  exact h

/-- For `j < k` the map turns the ferromagnetic correlator into the string correlator:
`U Sz_j Sz_k U = - Sz_j ∏_{j<l<k} (1 - 2 (Sz_l)²) Sz_k`. -/
theorem kennedy_tasaki {j k : Fin N} (hjk : j < k) :
    U N * (Sz j * Sz k) * U N = -(Sz j * string (Ioo j k) * Sz k) := by
  refine LinearMap.ext fun ψ => funext fun s => ?_
  have hU : ∀ φ, U N (U N φ) = φ := LinearMap.congr_fun (U_mul_U N)
  have hD : ∀ i φ, U N (Sz i (U N φ)) = string (Iio i) (Sz i φ) :=
    fun i => LinearMap.congr_fun (U_Sz_U i)
  have e : Sz k (U N ψ) = U N (string (Iio k) (Sz k ψ)) := by rw [← hD, hU]
  have hI : Iio k = insert j (Iio j ∪ Ioo j k) := by
    ext l
    have h := Fin.lt_def.mp hjk
    simp only [mem_Iio, mem_insert, mem_union, mem_Ioo, Fin.lt_def, Fin.ext_iff]
    omega
  have hd : Disjoint (Iio j) (Ioo j k) := Finset.disjoint_left.mpr fun l h1 h2 =>
    lt_asymm (mem_Iio.mp h1) (mem_Ioo.mp h2).1
  -- the common part of the two strings squares to one
  have hA : (∏ l ∈ Iio j, (1 - 2 * szValue l s ^ 2)) *
      (∏ l ∈ Iio j, (1 - 2 * szValue l s ^ 2)) = 1 := by
    rw [← Finset.prod_mul_distrib]
    exact Finset.prod_eq_one fun l _ => by
      linear_combination 4 * szValue l s * (szValue_relations l l s).1
  change U N (Sz j (Sz k (U N ψ))) s = _
  rw [e, hD]
  change (∏ l ∈ Iio j, (1 - 2 * szValue l s ^ 2)) * (szValue j s *
      ((∏ l ∈ Iio k, (1 - 2 * szValue l s ^ 2)) * (szValue k s * ψ s))) =
    -(szValue j s * ((∏ l ∈ Ioo j k, (1 - 2 * szValue l s ^ 2)) * (szValue k s * ψ s)))
  rw [hI, Finset.prod_insert (by simp), Finset.prod_union hd]
  -- the end point `j` of the string gives the minus sign
  linear_combination ((1 - 2 * szValue j s ^ 2) * szValue j s *
    (∏ l ∈ Ioo j k, (1 - 2 * szValue l s ^ 2)) * szValue k s * ψ s) * hA -
    2 * (∏ l ∈ Ioo j k, (1 - 2 * szValue l s ^ 2)) * szValue k s * ψ s *
      (szValue_relations j j s).1

/-- For `j < k` the map turns the string correlator back into the ferromagnetic one:
`U Sz_j ∏_{j<l<k} (1 - 2 (Sz_l)²) Sz_k U = - Sz_j Sz_k`. -/
theorem kennedy_tasaki_string {j k : Fin N} (hjk : j < k) :
    U N * (Sz j * string (Ioo j k) * Sz k) * U N = -(Sz j * Sz k) := by
  refine LinearMap.ext fun ψ => ?_
  have hU : ∀ φ, U N (U N φ) = φ := LinearMap.congr_fun (U_mul_U N)
  have h : U N ((Sz j * Sz k) (U N (U N ψ))) = -((Sz j * string (Ioo j k) * Sz k) (U N ψ)) :=
    LinearMap.congr_fun (kennedy_tasaki hjk) (U N ψ)
  change U N ((Sz j * string (Ioo j k) * Sz k) (U N ψ)) = -((Sz j * Sz k) ψ)
  rw [neg_eq_iff_eq_neg.mp h.symm, hU ψ, map_neg, hU]

end

end KennedyTasaki
```

```lean
#print axioms KennedyTasaki.kennedy_tasaki_string
```

```
'KennedyTasaki.kennedy_tasaki_string' depends on axioms: [propext, Classical.choice, Quot.sound]
```
